# Strong convexity of the density functional for finitely many classical configurations at positive temperature

## Does temperature bend the functional everywhere?

Take one lattice site, empty with energy $0$ or occupied with energy $\varepsilon$. At mean occupation $\rho$ the probabilities are forced to be $1-\rho$ and $\rho$, so at inverse temperature $\beta$ the free energy is

$$F(\rho)=\varepsilon\rho+\tfrac1\beta\big[\rho\log\rho+(1-\rho)\log(1-\rho)\big],\qquad F''(\rho)=\frac{1}{\beta\rho(1-\rho)}\ge\frac4\beta .$$

The energy term is linear, and all the curvature comes from the entropy. With many configurations $s$, energies $E_s$ and density vectors $n(s)$ of norm at most $R$, I expect the constrained minimum of $\sum_s p_sE_s+\frac1\beta\sum_s p_s\log p_s$ to be strongly convex in $\rho$ with modulus $1/(\beta R^2)$. Can this be made rigorous and machine-checked?

## Curvature from relative entropy

Yes. It is enough that all $n(s)$ lie within $R>0$ of some reference vector $c$; your case is $c=0$. For the single site, $c=R=\tfrac12$ gives exactly $4/\beta$.

**A bound on the logarithm.** For $x>0$, the function $\log x+\frac1{4x}+\frac{27}{4(x+2)}$ has derivative $\frac{(x-1)^3}{x^2(x+2)^2}$, so its minimum is its value $\frac52$ at $x=1$. Put $x=p/m$ with $p,m>0$ and multiply by $p$. For any real $d$,

$$p\log\frac pm-p+m\ \ge\ \frac{3(p-m)^2}{2(p+2m)}\ \ge\ d|p-m|-\frac{d^2(p+2m)}6 .$$

The second step is the square $(|p-m|-d(p+2m)/3)^2\ge0$. The outer inequality also holds at $p=0$.

**Pinsker's inequality.** Sum over configurations for probability vectors $p,m$, where $p_s=0$ whenever $m_s=0$. Since $\sum_s(p_s+2m_s)=3$, the right side becomes $d\sum_s|p_s-m_s|-d^2/2$. Choosing $d=\sum_s|p_s-m_s|$ gives

$$\sum_s p_s\log\frac{p_s}{m_s}\ge\tfrac12\Big(\sum_s|p_s-m_s|\Big)^2 .$$

**Mixing.** Let $m=ap+bq$ with $a,b\ge0$ and $a+b=1$, and let $D=\sum_s|p_s-q_s|$. Then $p-m=b(p-q)$ and $q-m=-a(p-q)$. If $a,b>0$, then $m_s=0$ forces $p_s=q_s=0$, so Pinsker's inequality applies to $p$ and to $q$ relative to $m$. Weighting the two inequalities by $a$ and $b$ gives the following bound, which is an equality when $a$ or $b$ is zero:

$$a\sum_s p_s\log p_s+b\sum_s q_s\log q_s-\sum_s m_s\log m_s\ \ge\ \frac{ab^2+ba^2}2D^2=\frac{ab}2D^2 .$$

**Passing to densities.** Let $p,q$ be minimisers at densities $x,y$. Their mixture has density $ax+by$, and its energy is the weighted average. Also $x-y=\sum_s(p_s-q_s)(n(s)-c)$, so $\|x-y\|\le RD$. Hence

$$F(ax+by)\le aF(x)+bF(y)-\frac{ab}{2\beta R^2}\|x-y\|^2 .$$

**Response to a potential.** Let $\rho$ minimise $G_v(\tau)=F(\tau)+\langle v,\tau\rangle$. Compare it with $a\sigma+(1-a)\rho$, divide by $a$ and let $a\to0$: this gives $\|\sigma-\rho\|^2\le2\beta R^2\,[G_v(\sigma)-G_v(\rho)]$. If $\sigma$ minimises $G_w$, adding the two such bounds gives $\|\rho-\sigma\|^2\le\beta R^2\langle v-w,\sigma-\rho\rangle$, and Cauchy–Schwarz yields $\|\rho-\sigma\|\le\beta R^2\|v-w\|$.

## What the Lean theorems say

`S` is the finite set of configurations, `L` the set of sites, and densities live in `EuclideanSpace ℝ L`. `ensembles n ρ` holds the probability vectors with mean density `ρ`, and `densities n` holds the `ρ` for which one exists. `functional` is an infimum, which `minimum_attained` shows to be a minimum on `densities n`. In Lean `0 * Real.log 0 = 0`, which agrees with the usual convention $0\log0=0$.

`functional_strongConvexOn` states the main result in Mathlib's convention, where modulus $m$ means a gap of $\frac m2ab\|x-y\|^2$. `density_response` assumes that `ρ` and `σ` are minimisers.

Each configuration has a fixed energy and density, as in a classical lattice gas. Minimisation over general density matrices, needed for electrons with hopping, is not covered. Within this finite classical model, `density_response` bounds the change in equilibrium density by the change in potential. It gives no bound in the opposite direction, from density to potential.

```lean
import Mathlib

open scoped InnerProductSpace

namespace LatticeThermalDFT

noncomputable section

variable {S L : Type*} [Fintype S] [Fintype L]

/-- Probability weights on the finite set of configurations. -/
def IsProb (p : S → ℝ) : Prop := (∀ s, 0 ≤ p s) ∧ ∑ s, p s = 1

/-- The ensembles whose mean density is `ρ`. -/
def ensembles (n : S → EuclideanSpace ℝ L) (ρ : EuclideanSpace ℝ L) : Set (S → ℝ) :=
  {p | IsProb p ∧ ∑ s, p s • n s = ρ}

/-- The densities that are the mean density of some ensemble. -/
def densities (n : S → EuclideanSpace ℝ L) : Set (EuclideanSpace ℝ L) :=
  {ρ | (ensembles n ρ).Nonempty}

/-- Free energy of an ensemble: mean energy plus `1/β` times `∑ p log p`. -/
def freeEnergy (β : ℝ) (E p : S → ℝ) : ℝ :=
  ∑ s, p s * E s + 1 / β * ∑ s, p s * Real.log (p s)

/-- The density functional: lowest free energy among ensembles of mean density `ρ`. -/
def functional (β : ℝ) (E : S → ℝ) (n : S → EuclideanSpace ℝ L)
    (ρ : EuclideanSpace ℝ L) : ℝ :=
  sInf (freeEnergy β E '' ensembles n ρ)

/-- A rational lower bound on the logarithm. -/
theorem log_bound {x : ℝ} (hx : 0 < x) :
    5 / 2 ≤ Real.log x + 1 / 4 * x⁻¹ + 27 / 4 * (x + 2)⁻¹ := by
  let f : ℝ → ℝ := fun y => Real.log y + 1 / 4 * y⁻¹ + 27 / 4 * (y + 2)⁻¹
  have hd : ∀ y, 0 < y →
      HasDerivAt f ((y - 1) ^ 2 * (y - 1) / (y ^ 2 * (y + 2) ^ 2)) y := by
    intro y hy
    have h0 : y + 2 ≠ 0 := by positivity
    have h1 : HasDerivAt (fun z : ℝ => z⁻¹) (-(y ^ 2)⁻¹) y := hasDerivAt_inv hy.ne'
    have h2 : HasDerivAt (fun z : ℝ => (z + 2)⁻¹) (-1 / (y + 2) ^ 2) y :=
      ((hasDerivAt_id' y).add_const 2).inv h0
    refine (((Real.hasDerivAt_log hy.ne').fun_add (h1.const_mul (1 / 4))).fun_add
      (h2.const_mul (27 / 4))).congr_deriv ?_
    field_simp
    ring
  have e : (5 / 2 : ℝ) = f 1 := by norm_num [f]
  -- `f` decreases up to 1 and increases afterwards
  rcases le_total x 1 with h | h
  · have hpos : ∀ y ∈ Set.Icc x 1, 0 < y := fun y hy => lt_of_lt_of_le hx hy.1
    have anti : AntitoneOn f (Set.Icc x 1) := by
      refine antitoneOn_of_deriv_nonpos (convex_Icc x 1)
        (fun y hy => (hd y (hpos y hy)).continuousAt.continuousWithinAt)
        (fun y hy => (hd y (hpos y (interior_subset hy))).differentiableAt.differentiableWithinAt)
        (fun y hy => ?_)
      have hy' : y ∈ Set.Icc x 1 := interior_subset hy
      rw [(hd y (hpos y hy')).deriv]
      exact div_nonpos_of_nonpos_of_nonneg
        (mul_nonpos_iff.2 (Or.inl ⟨sq_nonneg _, by linarith [hy'.2]⟩)) (by positivity)
    exact e.trans_le (anti (Set.left_mem_Icc.2 h) (Set.right_mem_Icc.2 h) h)
  · have hpos : ∀ y ∈ Set.Icc 1 x, 0 < y := fun y hy => lt_of_lt_of_le one_pos hy.1
    have mono : MonotoneOn f (Set.Icc 1 x) := by
      refine monotoneOn_of_deriv_nonneg (convex_Icc 1 x)
        (fun y hy => (hd y (hpos y hy)).continuousAt.continuousWithinAt)
        (fun y hy => (hd y (hpos y (interior_subset hy))).differentiableAt.differentiableWithinAt)
        (fun y hy => ?_)
      have hy' : y ∈ Set.Icc 1 x := interior_subset hy
      rw [(hd y (hpos y hy')).deriv]
      exact div_nonneg (mul_nonneg (sq_nonneg _) (by linarith [hy'.1])) (by positivity)
    exact e.trans_le (mono (Set.left_mem_Icc.2 h) (Set.right_mem_Icc.2 h) h)

/-- The term `x log (x / m) - x + m` of one configuration, bounded below with a free parameter `d`.
-/
theorem pointwise_bound {x m : ℝ} (d : ℝ) (hx : 0 ≤ x) (hm : 0 ≤ m) (h : m = 0 → x = 0) :
    d * |x - m| - d ^ 2 * (x + 2 * m) / 6 ≤ x * (Real.log x - Real.log m) - x + m := by
  rcases hm.eq_or_lt with h0 | hm'
  · have hx0 := h h0.symm
    simp [hx0, ← h0]
  rcases hx.eq_or_lt with h0 | hx'
  · rw [← h0, zero_sub, abs_neg, abs_of_pos hm']
    nlinarith [mul_nonneg hm (sq_nonneg (d - 3 / 2))]
  have hw : 0 < x + 2 * m := by positivity
  have e2 : x / m + 2 = (x + 2 * m) / m := by field_simp
  have hb := mul_le_mul_of_nonneg_left (log_bound (div_pos hx' hm')) hx
  rw [e2, inv_div, inv_div, Real.log_div hx'.ne' hm'.ne'] at hb
  have key : 3 * (x - m) ^ 2 / (2 * (x + 2 * m)) =
      x * (5 / 2 - 1 / 4 * (m / x) - 27 / 4 * (m / (x + 2 * m))) - x + m := by
    have := hw.ne'
    field_simp
    ring
  have am : d * |x - m| - d ^ 2 * (x + 2 * m) / 6 ≤
      3 * (x - m) ^ 2 / (2 * (x + 2 * m)) := by
    rw [le_div_iff₀ (by positivity)]
    nlinarith [sq_nonneg (|x - m| - d * (x + 2 * m) / 3), sq_abs (x - m)]
  nlinarith [hb, key, am]

/-- Pinsker's inequality: relative entropy is at least half the squared `ℓ¹` distance. -/
theorem pinsker {p q : S → ℝ} (hp : IsProb p) (hq : IsProb q)
    (hac : ∀ s, q s = 0 → p s = 0) :
    (∑ s, |p s - q s|) ^ 2 / 2 ≤ ∑ s, p s * (Real.log (p s) - Real.log (q s)) := by
  have h := Finset.sum_le_sum (fun s (_ : s ∈ Finset.univ) =>
    pointwise_bound (∑ t, |p t - q t|) (hp.1 s) (hq.1 s) (hac s))
  generalize hD : ∑ s, |p s - q s| = D at h ⊢
  rw [Finset.sum_sub_distrib, ← Finset.mul_sum, ← Finset.sum_div, ← Finset.mul_sum,
    Finset.sum_add_distrib, ← Finset.mul_sum, Finset.sum_add_distrib,
    Finset.sum_sub_distrib, hD, hp.2, hq.2] at h
  linarith

omit [Fintype L] in
/-- Mixing two ensembles mixes their mean densities in the same proportion. -/
theorem mix_mem {n : S → EuclideanSpace ℝ L} {x y : EuclideanSpace ℝ L} {p q : S → ℝ}
    {a b : ℝ} (hp : p ∈ ensembles n x) (hq : q ∈ ensembles n y)
    (ha : 0 ≤ a) (hb : 0 ≤ b) (hab : a + b = 1) :
    (fun s => a * p s + b * q s) ∈ ensembles n (a • x + b • y) := by
  refine ⟨⟨fun s => add_nonneg (mul_nonneg ha (hp.1.1 s)) (mul_nonneg hb (hq.1.1 s)), ?_⟩, ?_⟩
  · rw [Finset.sum_add_distrib, ← Finset.mul_sum, ← Finset.mul_sum, hp.1.2, hq.1.2]
    linarith
  · simp only [add_smul, mul_smul, Finset.sum_add_distrib, ← Finset.smul_sum]
    rw [hp.2, hq.2]

/-- `∑ p log p` is strongly convex with modulus 1 in the `ℓ¹` distance of ensembles. -/
theorem entropy_gap {p q : S → ℝ} {a b : ℝ} (hp : IsProb p) (hq : IsProb q)
    (ha : 0 ≤ a) (hb : 0 ≤ b) (hab : a + b = 1) :
    ∑ s, (a * p s + b * q s) * Real.log (a * p s + b * q s)
      + a * b / 2 * (∑ s, |p s - q s|) ^ 2 ≤
    a * ∑ s, p s * Real.log (p s) + b * ∑ s, q s * Real.log (q s) := by
  rcases ha.eq_or_lt with h0 | ha'
  · have hb1 : b = 1 := by linarith
    simp [← h0, hb1]
  rcases hb.eq_or_lt with h0 | hb'
  · have ha1 : a = 1 := by linarith
    simp [← h0, ha1]
  have hm : IsProb (fun s => a * p s + b * q s) :=
    (mix_mem (n := fun _ => (0 : EuclideanSpace ℝ (Fin 1))) ⟨hp, rfl⟩ ⟨hq, rfl⟩ ha hb hab).1
  have hac : ∀ s, a * p s + b * q s = 0 → p s = 0 ∧ q s = 0 := by
    intro s h
    have h1 := mul_nonneg ha (hp.1 s)
    have h2 := mul_nonneg hb (hq.1 s)
    have h3 : a * p s = 0 := by linarith
    have h4 : b * q s = 0 := by linarith
    exact ⟨(mul_eq_zero.1 h3).resolve_left ha'.ne', (mul_eq_zero.1 h4).resolve_left hb'.ne'⟩
  have D1 : ∑ s, |p s - (a * p s + b * q s)| = b * ∑ s, |p s - q s| := by
    rw [Finset.mul_sum]
    refine Finset.sum_congr rfl fun s _ => ?_
    rw [show p s - (a * p s + b * q s) = b * (p s - q s) by
      linear_combination (-(p s)) * hab, abs_mul, abs_of_nonneg hb]
  have D2 : ∑ s, |q s - (a * p s + b * q s)| = a * ∑ s, |p s - q s| := by
    rw [Finset.mul_sum]
    refine Finset.sum_congr rfl fun s _ => ?_
    rw [show q s - (a * p s + b * q s) = -(a * (p s - q s)) by
      linear_combination (-(q s)) * hab, abs_neg, abs_mul, abs_of_nonneg ha]
  -- Pinsker's inequality for each ensemble relative to the mixture
  have P1 : (b * ∑ s, |p s - q s|) ^ 2 / 2 ≤
      ∑ s, p s * (Real.log (p s) - Real.log (a * p s + b * q s)) := by
    rw [← D1]
    exact pinsker hp hm fun s h => (hac s h).1
  have P2 : (a * ∑ s, |p s - q s|) ^ 2 / 2 ≤
      ∑ s, q s * (Real.log (q s) - Real.log (a * p s + b * q s)) := by
    rw [← D2]
    exact pinsker hq hm fun s h => (hac s h).2
  have e : a * ∑ s, p s * (Real.log (p s) - Real.log (a * p s + b * q s))
      + b * ∑ s, q s * (Real.log (q s) - Real.log (a * p s + b * q s)) =
      a * ∑ s, p s * Real.log (p s) + b * ∑ s, q s * Real.log (q s)
      - ∑ s, (a * p s + b * q s) * Real.log (a * p s + b * q s) := by
    simp only [Finset.mul_sum]
    rw [← Finset.sum_add_distrib, ← Finset.sum_add_distrib, ← Finset.sum_sub_distrib]
    exact Finset.sum_congr rfl fun s _ => by ring
  have h1 := mul_le_mul_of_nonneg_left P1 ha
  have h2 := mul_le_mul_of_nonneg_left P2 hb
  generalize ∑ s, |p s - q s| = D at h1 h2 ⊢
  have e' : a * ((b * D) ^ 2 / 2) + b * ((a * D) ^ 2 / 2) = a * b / 2 * D ^ 2 := by
    linear_combination (a * b * D ^ 2 / 2) * hab
  linarith

/-- At every ensemble density the functional is an attained minimum of the free energy. -/
theorem minimum_attained (β : ℝ) (E : S → ℝ) {n : S → EuclideanSpace ℝ L}
    {ρ : EuclideanSpace ℝ L} (hρ : ρ ∈ densities n) :
    IsLeast (freeEnergy β E '' ensembles n ρ) (functional β E n ρ) := by
  have h1 : IsClosed {p : S → ℝ | ∀ s, 0 ≤ p s} := by
    simp only [Set.ofPred_forall]
    exact isClosed_iInter fun s => isClosed_le continuous_const (continuous_apply s)
  have h2 : IsClosed {p : S → ℝ | ∑ s, p s = 1} :=
    isClosed_eq (by fun_prop) continuous_const
  have h3 : IsClosed {p : S → ℝ | ∑ s, p s • n s = ρ} :=
    isClosed_eq (by fun_prop) continuous_const
  have hcl : IsClosed (ensembles n ρ) := (h1.inter h2).inter h3
  have hK : IsCompact (ensembles n ρ) := by
    refine IsCompact.of_isClosed_subset
      (isCompact_Icc : IsCompact (Set.Icc (0 : S → ℝ) 1)) hcl fun p hp => ⟨hp.1.1, fun s => ?_⟩
    have := Finset.single_le_sum (f := p) (fun i _ => hp.1.1 i) (Finset.mem_univ s)
    exact this.trans_eq hp.1.2
  have hE : Continuous (fun p : S → ℝ => ∑ s, p s * E s) := by fun_prop
  have hsum : ∀ g : ℝ → ℝ, Continuous g → Continuous (fun p : S → ℝ => ∑ s, g (p s)) :=
    fun g hg => by fun_prop
  have hc : Continuous (freeEnergy β E) :=
    hE.add (continuous_const.mul (hsum (fun x => x * Real.log x) Real.continuous_mul_log))
  exact (hK.image hc).isLeast_sInf (hρ.image _)

/-- Mixing two densities lowers the functional below its chord by at least a multiple of their
squared distance. -/
theorem convexity_gap {β R : ℝ} (E : S → ℝ) {n : S → EuclideanSpace ℝ L}
    {c x y : EuclideanSpace ℝ L} {a b : ℝ} (hβ : 0 < β) (hn : ∀ s, ‖n s - c‖ ≤ R)
    (hx : x ∈ densities n) (hy : y ∈ densities n)
    (ha : 0 ≤ a) (hb : 0 ≤ b) (hab : a + b = 1) :
    a * b / 2 * ‖x - y‖ ^ 2 ≤ β * R ^ 2 *
      (a * functional β E n x + b * functional β E n y - functional β E n (a • x + b • y)) := by
  obtain ⟨p, hp, hpx⟩ := (minimum_attained β E hx).1
  obtain ⟨q, hq, hqy⟩ := (minimum_attained β E hy).1
  have hmix := mix_mem hp hq ha hb hab
  have hle : functional β E n (a • x + b • y) ≤ freeEnergy β E (fun s => a * p s + b * q s) :=
    (minimum_attained β E ⟨_, hmix⟩).2 ⟨_, hmix, rfl⟩
  have hS := mul_le_mul_of_nonneg_left (entropy_gap hp.1 hq.1 ha hb hab)
    (one_div_pos.2 hβ).le
  have hE : ∑ s, (a * p s + b * q s) * E s = a * ∑ s, p s * E s + b * ∑ s, q s * E s := by
    rw [Finset.mul_sum, Finset.mul_sum, ← Finset.sum_add_distrib]
    exact Finset.sum_congr rfl fun s _ => by ring
  -- densities differ by at most R times the distance of the ensembles
  have hN : ‖x - y‖ ≤ R * ∑ s, |p s - q s| := by
    have hxy : x - y = ∑ s, (p s - q s) • (n s - c) := by
      simp only [smul_sub, sub_smul, Finset.sum_sub_distrib, ← Finset.sum_smul]
      rw [hp.2, hq.2, hp.1.2, hq.1.2]
      simp
    rw [hxy, Finset.mul_sum]
    refine (norm_sum_le _ _).trans (Finset.sum_le_sum fun s _ => ?_)
    rw [norm_smul, Real.norm_eq_abs, mul_comm R]
    exact mul_le_mul_of_nonneg_left (hn s) (abs_nonneg _)
  rw [← hpx, ← hqy]
  simp only [freeEnergy] at hle ⊢
  rw [hE] at hle
  generalize ∑ s, |p s - q s| = D at hS hN
  have h4 : ‖x - y‖ ^ 2 ≤ (R * D) ^ 2 := pow_le_pow_left₀ (norm_nonneg _) hN 2
  have h5 := mul_one_div_cancel hβ.ne'
  calc a * b / 2 * ‖x - y‖ ^ 2 ≤ a * b / 2 * (R * D) ^ 2 :=
        mul_le_mul_of_nonneg_left h4 (by positivity)
    _ = β * R ^ 2 * (1 / β * (a * b / 2 * D ^ 2)) := by
        linear_combination (-(R ^ 2 * (a * b / 2 * D ^ 2))) * h5
    _ ≤ _ := mul_le_mul_of_nonneg_left (by linarith) (by positivity)

/-- At positive temperature the density functional is strongly convex on the ensemble
densities, with the strictly positive modulus `1 / (β R²)`. -/
theorem functional_strongConvexOn {β R : ℝ} (E : S → ℝ) {n : S → EuclideanSpace ℝ L}
    {c : EuclideanSpace ℝ L} (hβ : 0 < β) (hR : 0 < R) (hn : ∀ s, ‖n s - c‖ ≤ R) :
    0 < 1 / (β * R ^ 2) ∧
      StrongConvexOn (densities n) (1 / (β * R ^ 2)) (functional β E n) := by
  have hK : 0 < β * R ^ 2 := by positivity
  refine ⟨by positivity, ?_, ?_⟩
  · intro x hx y hy a b ha hb hab
    obtain ⟨p, hp⟩ := hx
    obtain ⟨q, hq⟩ := hy
    exact ⟨_, mix_mem hp hq ha hb hab⟩
  · intro x hx y hy a b ha hb hab
    have h := (div_le_iff₀' hK).2 (convexity_gap E hβ hn hx hy ha hb hab)
    have e : a * b * (1 / (β * R ^ 2) / 2 * ‖x - y‖ ^ 2) =
        a * b / 2 * ‖x - y‖ ^ 2 / (β * R ^ 2) := by ring
    show functional β E n (a • x + b • y) ≤ a * functional β E n x + b * functional β E n y
      - a * b * (1 / (β * R ^ 2) / 2 * ‖x - y‖ ^ 2)
    linarith

/-- In an external potential `v`, the total free energy grows at least quadratically with
the distance from a minimising density `ρ`. -/
theorem quadratic_growth {β R : ℝ} (E : S → ℝ) {n : S → EuclideanSpace ℝ L}
    {c v ρ σ : EuclideanSpace ℝ L} (hβ : 0 < β) (hn : ∀ s, ‖n s - c‖ ≤ R)
    (hρ : ρ ∈ densities n) (hσ : σ ∈ densities n)
    (hmin : IsMinOn (fun τ => functional β E n τ + ⟪v, τ⟫_ℝ) (densities n) ρ) :
    ‖σ - ρ‖ ^ 2 / 2 ≤ β * R ^ 2 *
      ((functional β E n σ + ⟪v, σ⟫_ℝ) - (functional β E n ρ + ⟪v, ρ⟫_ℝ)) := by
  have aux : ∀ X Y : ℝ, (∀ a, 0 < a → a ≤ 1 → (1 - a) * X ≤ Y) → X ≤ Y := by
    intro X Y h
    by_contra hc
    have hc' := not_le.1 hc
    have hY := h 1 one_pos le_rfl
    have hX : 0 < X := by linarith
    obtain ⟨t, h0, h1, ht⟩ : ∃ t : ℝ, 0 < t ∧ t ≤ 1 ∧ t * X = (X - Y) / 2 :=
      ⟨(X - Y) / (2 * X), div_pos (by linarith) (by linarith),
        (div_le_one (by linarith)).2 (by linarith), by field_simp⟩
    have := h t h0 h1
    linarith
  refine aux _ _ fun a ha ha1 => ?_
  -- compare the minimiser with a density displaced towards σ
  have hb : 0 ≤ 1 - a := by linarith
  have g := convexity_gap E hβ hn hσ hρ ha.le hb (by ring)
  have hτ : a • σ + (1 - a) • ρ ∈ densities n := by
    obtain ⟨p, hp⟩ := hσ
    obtain ⟨q, hq⟩ := hρ
    exact ⟨_, mix_mem hp hq ha.le hb (by ring)⟩
  have hm : functional β E n ρ + ⟪v, ρ⟫_ℝ ≤ functional β E n (a • σ + (1 - a) • ρ)
      + ⟪v, a • σ + (1 - a) • ρ⟫_ℝ := isMinOn_iff.1 hmin _ hτ
  rw [inner_add_right, real_inner_smul_right, real_inner_smul_right] at hm
  have hm' := mul_le_mul_of_nonneg_left hm (show 0 ≤ β * R ^ 2 by positivity)
  refine le_of_mul_le_mul_left ?_ ha
  linarith

/-- Densities minimising the total free energy in potentials `v` and `w` differ by at most
`β R²` times the distance of the potentials. -/
theorem density_response {β R : ℝ} (E : S → ℝ) {n : S → EuclideanSpace ℝ L}
    {c v w ρ σ : EuclideanSpace ℝ L} (hβ : 0 < β) (hn : ∀ s, ‖n s - c‖ ≤ R)
    (hρ : ρ ∈ densities n) (hσ : σ ∈ densities n)
    (hv : IsMinOn (fun τ => functional β E n τ + ⟪v, τ⟫_ℝ) (densities n) ρ)
    (hw : IsMinOn (fun τ => functional β E n τ + ⟪w, τ⟫_ℝ) (densities n) σ) :
    ‖ρ - σ‖ ≤ β * R ^ 2 * ‖v - w‖ := by
  have h1 := quadratic_growth E hβ hn hρ hσ hv
  have h2 := quadratic_growth E hβ hn hσ hρ hw
  rw [norm_sub_rev σ ρ] at h1
  have hK : 0 ≤ β * R ^ 2 := by positivity
  have h3 := mul_le_mul_of_nonneg_left (real_inner_le_norm (v - w) (σ - ρ)) hK
  rw [inner_sub_left, inner_sub_right, inner_sub_right, norm_sub_rev σ ρ] at h3
  rcases (norm_nonneg (ρ - σ)).eq_or_lt with h0 | hpos
  · rw [← h0]
    positivity
  · refine le_of_mul_le_mul_right ?_ hpos
    linarith

end

end LatticeThermalDFT
```

```lean
#print axioms LatticeThermalDFT.functional_strongConvexOn
-- 'LatticeThermalDFT.functional_strongConvexOn' depends on axioms: [propext, Classical.choice, Quot.sound]
#print axioms LatticeThermalDFT.density_response
-- 'LatticeThermalDFT.density_response' depends on axioms: [propext, Classical.choice, Quot.sound]
```

## How the proof follows the calculation

`log_bound` reads monotonicity on either side of $1$ from the sign of the derivative. `pointwise_bound` treats zero weights separately, then gives the square to `nlinarith`. `pinsker` sums with $d$ already set to the $\ell^1$ distance, and `entropy_gap` applies it twice.

`minimum_attained` uses compactness of the ensembles and continuity of $x\log x$. `convexity_gap` combines the minimisers, with $\beta R^2$ multiplied across; the main theorem divides it back. In `quadratic_growth`, the helper `aux` replaces the limit $a\to0$ by a contradiction: $a=1$ shows that the right side is nonnegative, and one further explicit $a$ then violates the assumed bound.

## In a self-consistent loop

In this model the equilibrium density at fixed $v$ is the mean of $n(s)$ under the Boltzmann weights $p_s\propto e^{-\beta(E_s+\langle v,n(s)\rangle)}$. If a mean-field scheme then recomputes $v$ from $\rho$ with Lipschitz constant $K$, one full cycle has Lipschitz constant at most $K\beta R^2$. When that number is below $1$, plain iteration without damping contracts. Neither the Boltzmann formula nor this contraction argument is part of the Lean code.
